# Deleted sites limit the number of gap states in a fragment of a gapped Hamiltonian

Cut a fragment out of a gapped system without capping the broken bonds, and spurious levels can appear inside the gap. The number of filled fragment orbitals can then depend on where in the gap the chemical potential lies, and a limit on the number of spurious levels also limits this variation. The problem is to find such a limit for a finite one-particle Hamiltonian $H$ in an orthonormal basis, when the fragment keeps its block of $H$ unchanged.

In Lean 4 with Mathlib:

```lean
import Mathlib

open Matrix

namespace FragmentGapStates

noncomputable section

variable {n : Type*} [Fintype n] [DecidableEq n]
```

The finite type `n` labels the sites (basis orbitals), and `D` is the set of deleted ones. The fragment matrix $H_F$ keeps the rows and columns outside $D$. The block $B$ has its rows in $D$ and its columns in the fragment.

```lean
/-- The Hamiltonian of the fragment that remains when the sites in `D` are deleted. -/
def fragment (H : Matrix n n ℂ) (D : Finset n) : Matrix {i // i ∉ D} {i // i ∉ D} ℂ :=
  H.submatrix (fun i => i.1) (fun i => i.1)

/-- The block of the Hamiltonian that couples the fragment to the deleted sites. -/
def coupling (H : Matrix n n ℂ) (D : Finset n) : Matrix {i // i ∈ D} {i // i ∉ D} ℂ :=
  H.submatrix (fun i => i.1) (fun i => i.1)
```

For a Hermitian matrix $A$, let $E_j$ be the eigenvalues and $v_j$ the orthonormal eigenvectors. `gapStates` collects the indices $j$ with $a<E_j<b$, so a degenerate level counts with its multiplicity.

```lean
/-- The eigenstates of a Hermitian matrix with energy strictly between `a` and `b`,
listed with multiplicity. -/
def gapStates {A : Matrix n n ℂ} (hA : A.IsHermitian) (a b : ℝ) : Finset n :=
  Finset.univ.filter fun j => a < hA.eigenvalues j ∧ hA.eigenvalues j < b
```

`weight` is $\|x\|^2$, `orbital` is $v_j$, and `overlap` is $\langle v_j,x\rangle$. `pad` extends a fragment state $w$ by zeros on $D$ to a state $\tilde w$ of the whole system.

```lean
/-- The squared norm of a state, summed over the sites. -/
def weight {k : Type*} [Fintype k] (x : k → ℂ) : ℝ := ∑ i, ‖x i‖ ^ 2

/-- The `j`-th normalised eigenvector of a Hermitian matrix. -/
def orbital {A : Matrix n n ℂ} (hA : A.IsHermitian) (j : n) : n → ℂ :=
  (hA.eigenvectorBasis j).ofLp

/-- The amplitude of the state `x` on the `j`-th eigenvector. -/
def overlap {A : Matrix n n ℂ} (hA : A.IsHermitian) (j : n) (x : n → ℂ) : ℂ :=
  star (orbital hA j) ⬝ᵥ x

/-- A fragment state regarded as a state of the whole system, zero on the deleted sites. -/
def pad (D : Finset n) (w : {i // i ∉ D} → ℂ) : n → ℂ :=
  fun i => if h : i ∈ D then 0 else w ⟨i, h⟩
```

## (a) Hermiticity of the fragment

Show that $H_F^\dagger=H_F$ if $H$ is Hermitian.

For fragment sites $i,j$, $(H_F^\dagger)_{ij}=\overline{H_{ji}}=H_{ij}$.

```lean
omit [Fintype n] [DecidableEq n] in
/-- The fragment of a Hermitian Hamiltonian is Hermitian. -/
theorem fragment_isHermitian {H : Matrix n n ℂ} (hH : H.IsHermitian) (D : Finset n) :
    (fragment H D).IsHermitian :=
  hH.submatrix _
```

## (b) The eigenvalue equation

Show that $Av_j=E_jv_j$.

The spectral theorem supplies the $v_j$ with this property; the proof restates Mathlib's version for `orbital`, site by site.

```lean
/-- Each orbital solves the eigenvalue equation of its matrix. -/
theorem mulVec_orbital {A : Matrix n n ℂ} (hA : A.IsHermitian) (j : n) :
    A *ᵥ orbital hA j = (hA.eigenvalues j : ℂ) • orbital hA j := by
  ext i
  exact (congrFun (hA.mulVec_eigenvectorBasis j) i).trans (by simp [orbital])
```

## (c) The norm in the eigenbasis

Show that $\|x\|^2=\sum_j|\langle v_j,x\rangle|^2$.

Insert $x=\sum_j\langle v_j,x\rangle v_j$ into $\langle x,x\rangle$. Orthonormality removes the cross terms.

```lean
/-- The squared norm of a state is the sum of the squared moduli of its amplitudes on the
orthonormal eigenvectors of a Hermitian matrix. -/
theorem weight_eq_sum_overlap {A : Matrix n n ℂ} (hA : A.IsHermitian) (x : n → ℂ) :
    weight x = ∑ j, ‖overlap hA j x‖ ^ 2 := by
  have h := hA.eigenvectorBasis.sum_sq_norm_inner_right (WithLp.toLp 2 x)
  rw [EuclideanSpace.norm_sq_eq] at h
  refine h.symm.trans (Finset.sum_congr rfl fun j _ => ?_)
  rw [EuclideanSpace.inner_eq_star_dotProduct, dotProduct_comm]
  rfl
```

## (d) The residual at a trial energy

For real $c$, show that
$$\|(A-c)x\|^2=\sum_j(E_j-c)^2|\langle v_j,x\rangle|^2.$$

Let $A$ act to the left:
$$\langle v_j,(A-c)x\rangle=\langle Av_j,x\rangle-c\langle v_j,x\rangle=(E_j-c)\langle v_j,x\rangle.$$
This is `h2` in the proof. Now apply (c) to $(A-c)x$.

```lean
/-- For a Hermitian matrix, the squared residual of a state at a real trial energy `c` is the sum of
`(E - c)²` over the eigenvalues `E`, weighted with the squared moduli of the amplitudes. -/
theorem weight_residual {A : Matrix n n ℂ} (hA : A.IsHermitian) (c : ℝ) (x : n → ℂ) :
    weight (A *ᵥ x - (c : ℂ) • x) =
      ∑ j, (hA.eigenvalues j - c) ^ 2 * ‖overlap hA j x‖ ^ 2 := by
  rw [weight_eq_sum_overlap hA]
  refine Finset.sum_congr rfl fun j _ => ?_
  -- the Hamiltonian acts to the left on the eigenvector
  have h := congrArg star (mulVec_orbital hA j)
  rw [Matrix.star_mulVec, hA.eq, star_smul] at h
  have h2 : overlap hA j (A *ᵥ x - (c : ℂ) • x) =
      ((hA.eigenvalues j - c : ℝ) : ℂ) * overlap hA j x := by
    unfold overlap
    rw [dotProduct_sub, dotProduct_smul, Matrix.dotProduct_mulVec, h, smul_dotProduct]
    simp only [smul_eq_mul, Complex.star_def, Complex.conj_ofReal, Complex.ofReal_sub]
    ring
  rw [h2, norm_mul, mul_pow, Complex.norm_real, Real.norm_eq_abs, sq_abs]
```

## (e) The residual at midgap

Let $a\le b$, let $H$ have no eigenvalue in $(a,b)$, and put $\mu=(a+b)/2$. Show that
$$\left(\tfrac{b-a}{2}\right)^2\|x\|^2\le\|(H-\mu)x\|^2.$$

By (c) and (d) it suffices to compare coefficients:
$$(E_j-\mu)^2-\left(\tfrac{b-a}{2}\right)^2=(E_j-a)(E_j-b)\ge0,$$
since $E_j\le a$ or $E_j\ge b$. The two `nlinarith` calls treat these two cases.

```lean
/-- If a Hermitian `H` has no eigenvalue in `(a, b)`, where `a ≤ b`, then at the midpoint every
state has a residual of at least half the gap width times its norm. -/
theorem gap_residual_bound {H : Matrix n n ℂ} (hH : H.IsHermitian) {a b : ℝ} (hab : a ≤ b)
    (hgap : ∀ j, hH.eigenvalues j ∉ Set.Ioo a b) (x : n → ℂ) :
    ((b - a) / 2) ^ 2 * weight x ≤ weight (H *ᵥ x - (((a + b) / 2 : ℝ) : ℂ) • x) := by
  rw [weight_residual hH, weight_eq_sum_overlap hH, Finset.mul_sum]
  refine Finset.sum_le_sum fun j _ => mul_le_mul_of_nonneg_right ?_ (sq_nonneg _)
  rcases le_or_gt (hH.eigenvalues j) a with h | h
  · nlinarith [mul_nonneg (sub_nonneg.2 h) (sub_nonneg.2 (h.trans hab))]
  · have h' : b ≤ hH.eigenvalues j := not_lt.1 fun h' => hgap j ⟨h, h'⟩
    nlinarith [mul_nonneg (sub_nonneg.2 h.le) (sub_nonneg.2 h')]
```

## (f) Splitting a sum over sites

Show that $\sum_i f_i=\sum_{i\in D}f_i+\sum_{i\notin D}f_i$.

Each site lies in exactly one of the two sets.

```lean
/-- A sum over all sites is the sum over the deleted sites plus the sum over the fragment. -/
theorem sum_split (D : Finset n) {M : Type*} [AddCommMonoid M] (f : n → M) :
    ∑ i, f i = ∑ i : {i // i ∈ D}, f i.1 + ∑ i : {i // i ∉ D}, f i.1 := by
  convert (Fintype.sum_subtype_add_sum_subtype (fun i => i ∈ D) f).symm
```

## (g) Leakage of a padded state

Show that $\|\tilde w\|^2=\|w\|^2$ and, for any complex $c$,
$$\|(H-c)\tilde w\|^2=\|Bw\|^2+\|(H_F-c)w\|^2.$$

Zeros add nothing to the norm. On a deleted site $\tilde w$ vanishes, so the residual there is $(Bw)_i$. On a fragment site it is $((H_F-c)w)_i$. Split the sum by (f).

```lean
/-- For a fragment state placed in the whole system, the norm is unchanged and the squared
residual is that of the fragment plus the leakage onto the deleted sites. -/
theorem weight_pad (H : Matrix n n ℂ) (D : Finset n) (c : ℂ) (w : {i // i ∉ D} → ℂ) :
    weight (pad D w) = weight w ∧
    weight (H *ᵥ pad D w - c • pad D w) =
      weight (coupling H D *ᵥ w) + weight (fragment H D *ᵥ w - c • w) := by
  have h1 : ∀ j : {i // i ∈ D}, pad D w j.1 = 0 := fun j => dif_pos j.2
  have h2 : ∀ j : {i // i ∉ D}, pad D w j.1 = w j := fun j => dif_neg j.2
  have h3 : ∀ i, (H *ᵥ pad D w) i = ∑ j : {i // i ∉ D}, H i j.1 * w j := by
    intro i
    change ∑ j, H i j * pad D w j = _
    rw [sum_split D]
    simp only [h1, h2, mul_zero, Finset.sum_const_zero, zero_add]
  constructor
  · unfold weight
    rw [sum_split D]
    simp [h1, h2]
  · unfold weight
    rw [sum_split D]
    simp only [Pi.sub_apply, Pi.smul_apply, h1, h2, h3, smul_zero, sub_zero]
    rfl
```

## (h) Gap states and the coupling

Let $H$ have no eigenvalue in $(a,b)$, and let $G$ be the set of gap states of $H_F$. Show that
$$|G|\le\operatorname{rank}B.$$

From here $E_j,v_j$ belong to $H_F$. Let $w=\sum_{k\in G}c_kv_k$ with $Bw=0$. If $G$ is not empty, then $a<b$, and (e) and (g) give
$$\left(\tfrac{b-a}{2}\right)^2\|w\|^2\le\|(H_F-\mu)w\|^2.$$
Expanding both sides by (c) and (d),
$$\sum_j(E_j-a)(b-E_j)|\langle v_j,w\rangle|^2\le0.$$
The amplitude is $c_k$ for $k\in G$ (`hon`) and zero otherwise (`hoff`). No term is negative, so each vanishes, and $c_k=0$.

With the gap states as columns of $V$, the matrix $BV$ is therefore injective (`inj`), and $|G|=\operatorname{rank}(BV)\le\operatorname{rank}B$.

The gap is assumed, through `hgap`; eigenvalues at $a$ or $b$ themselves are allowed.

```lean
/-- If a Hermitian `H` has no eigenvalue in `(a, b)`, the number of fragment eigenvalues in
`(a, b)`, with multiplicity, is at most the rank of the coupling to the deleted sites. -/
theorem card_gapStates_le_rank {H : Matrix n n ℂ} (hH : H.IsHermitian) {a b : ℝ}
    (hgap : ∀ j, hH.eigenvalues j ∉ Set.Ioo a b) (D : Finset n) :
    (gapStates (fragment_isHermitian hH D) a b).card ≤ (coupling H D).rank := by
  have hA := fragment_isHermitian hH D
  let V : Matrix {i // i ∉ D} {j // j ∈ gapStates hA a b} ℂ :=
    Matrix.of fun i j => orbital hA j.1 i
  -- no combination of gap states decouples from the deleted sites
  have inj : Function.Injective (coupling H D * V).mulVecLin := by
    rw [injective_iff_map_eq_zero]
    intro c hc
    have hc' : coupling H D *ᵥ (V *ᵥ c) = 0 := by
      rw [Matrix.mulVec_mulVec]
      exact hc
    have hw : V *ᵥ c = ∑ k, c k • orbital hA k.1 := by
      ext i
      simp [V, Matrix.mulVec, dotProduct, Finset.sum_apply, mul_comm]
    have hov : ∀ j, overlap hA j (V *ᵥ c) = ∑ k, c k * (if j = k.1 then 1 else 0) := by
      intro j
      rw [hw, overlap, dotProduct_sum]
      refine Finset.sum_congr rfl fun k _ => ?_
      have h := orthonormal_iff_ite.1 hA.eigenvectorBasis.orthonormal j k.1
      rw [EuclideanSpace.inner_eq_star_dotProduct, dotProduct_comm] at h
      rw [dotProduct_smul, smul_eq_mul]
      exact congrArg (c k * ·) h
    have hoff : ∀ j, j ∉ gapStates hA a b → overlap hA j (V *ᵥ c) = 0 := by
      intro j hj
      rw [hov]
      refine Finset.sum_eq_zero fun k _ => ?_
      have hne : j ≠ k.1 := by
        intro e
        apply hj
        rw [e]
        exact k.2
      rw [if_neg hne, mul_zero]
    funext k
    have hon : overlap hA k.1 (V *ᵥ c) = c k := by
      rw [hov, Finset.sum_eq_single k]
      · simp
      · intro l _ hl
        rw [if_neg (fun e => hl (Subtype.ext e.symm)), mul_zero]
      · simp
    have hk := (Finset.mem_filter.1 k.2).2
    -- compare the residual in the whole system with that in the fragment
    have h1 := gap_residual_bound hH (hk.1.trans hk.2).le hgap (pad D (V *ᵥ c))
    have hz : weight (0 : {i // i ∈ D} → ℂ) = 0 := by simp [weight]
    rw [(weight_pad H D 0 _).1, (weight_pad H D _ _).2, hc', hz, zero_add,
      weight_residual hA, weight_eq_sum_overlap hA] at h1
    have h2 : ∑ j, (hA.eigenvalues j - a) * (b - hA.eigenvalues j) *
        ‖overlap hA j (V *ᵥ c)‖ ^ 2 ≤ 0 := by
      refine le_trans (le_of_eq ?_) (sub_nonpos.2 h1)
      rw [Finset.mul_sum, ← Finset.sum_sub_distrib]
      exact Finset.sum_congr rfl fun j _ => by ring
    have h3 : ∀ j ∈ Finset.univ, 0 ≤ (hA.eigenvalues j - a) * (b - hA.eigenvalues j) *
        ‖overlap hA j (V *ᵥ c)‖ ^ 2 := by
      intro j _
      by_cases hj : j ∈ gapStates hA a b
      · have hj' := (Finset.mem_filter.1 hj).2
        exact mul_nonneg (mul_nonneg (sub_nonneg.2 hj'.1.le) (sub_nonneg.2 hj'.2.le))
          (sq_nonneg _)
      · simp [hoff j hj]
    have h4 := (Finset.single_le_sum h3 (Finset.mem_univ k.1)).trans h2
    rw [hon] at h4
    by_contra hne
    have hpos : 0 < ‖c k‖ := norm_pos_iff.2 hne
    exact absurd h4 (not_le_of_gt
      (mul_pos (mul_pos (sub_pos.2 hk.1) (sub_pos.2 hk.2)) (pow_pos hpos 2)))
  have hr := Matrix.rank_mul_le_left (coupling H D) V
  rw [Matrix.rank, LinearMap.finrank_range_of_inj inj, Module.finrank_fintype_fun_eq_card,
    Fintype.card_coe] at hr
  exact hr
```

## (i) Counting deleted sites

Under the same assumption, show that $|G|\le|D|$.

$B$ has $|D|$ rows, so its rank is at most $|D|$.

```lean
/-- If a Hermitian `H` has no eigenvalue in `(a, b)`, deleting the sites in `D` leaves a fragment
with at most as many eigenvalues in `(a, b)`, with multiplicity, as there are deleted sites. -/
theorem card_gapStates_le_card_deleted {H : Matrix n n ℂ} (hH : H.IsHermitian) {a b : ℝ}
    (hgap : ∀ j, hH.eigenvalues j ∉ Set.Ioo a b) (D : Finset n) :
    (gapStates (fragment_isHermitian hH D) a b).card ≤ D.card := by
  have h := Matrix.rank_le_card_height (coupling H D)
  rw [Fintype.card_coe] at h
  exact (card_gapStates_le_rank hH hgap D).trans h

end

end FragmentGapStates
```
```lean
#print axioms FragmentGapStates.card_gapStates_le_card_deleted
-- 'FragmentGapStates.card_gapStates_le_card_deleted' depends on axioms: [propext, Classical.choice, Quot.sound]
```

## Two dimers in numbers

Take two uncoupled dimers with zero on-site energy and hopping $-2$ eV. The levels are $\pm2$ eV, each twice, and the gap is $(-2,2)$ eV.

- Delete one site of each dimer. $H_F$ is the $2\times2$ zero matrix, with two levels at $0$. Here $\operatorname{rank}B=|D|=2$, and both bounds are attained.
- Delete both sites of one dimer. Then $B=0$, and (h) excludes gap states, while (i) would allow two. The remaining levels are indeed $\pm2$ eV.

## Filling the fragment orbitals

In a simplified divide-and-conquer scheme with an orthonormal basis, each fragment matrix $H_F$ is diagonalised and its orbitals are filled up to a common chemical potential. At zero temperature, moving that potential within the gap of $H$ changes the occupation of at most $\operatorname{rank}B$ orbitals in each fragment, where $B$ is the block that couples that fragment to the rest of the system. This holds for the unchanged block in an orthonormal basis; capping atoms, a fragment matrix iterated to its own self-consistency, or an overlap matrix lead to a different eigenvalue problem.
